# Equality in the lattice diamagnetic inequality for a connected hopping graph

## A triangle with the wrong sign

A particle hops on three sites with $T_{ij}=+1$ on every bond and no on-site energies. The eigenvalues are $2,-1,-1$, so the ground energy is $-1$, attained for example by $x=(1,-1,0)/\sqrt2$. Replacing each hopping by $-|T_{ij}|=-1$ gives $-2,1,1$: the ground energy falls to $-2$.

The moduli $(1,1,0)/\sqrt2$ still have energy $-1$ in the new matrix. They have a node, and the new ground state $(1,1,1)/\sqrt3$ has none.

If instead $T_{12}=-1$ and $T_{13}=T_{23}=1$, reversing the sign of the amplitude on site 3 makes every hopping $-1$. The energy is then $-2$ before and after the replacement.

## Which phases cost energy

A magnetic field puts phases on the hoppings. When do they raise the ground energy of one particle, and when can they be absorbed into the site amplitudes?

Let $T$ be a Hermitian matrix on finitely many sites, with connected hopping graph, and $v$ a real potential. Write $H=T+\mathrm{diag}(v)$, and let $M$ be $H$ with each off-diagonal entry replaced by $-|T_{ij}|$. Their ground energies satisfy $E_M\le E_H$, with equality exactly when real angles $\theta_i$ exist such that

$$T_{ij}=-|T_{ij}|\,e^{\mathrm i(\theta_i-\theta_j)}\qquad(i\ne j).$$

This compares lowest energies; it is not the pointwise diamagnetic inequality for wave functions in the continuum.

In Lean, `hamiltonian T v` is $H$ and `hamiltonian (stoquastic T) v` is $M$; `stoquastic` keeps the diagonal of $T$. `energy` is $\mathrm{Re}\langle x,Hx\rangle$ for unnormalised $x$, and `groundEnergy` is the infimum of energy over squared norm. `hoppingGraph` joins distinct sites with nonzero hopping, and `Connected` includes having at least one site.

Connectedness excludes, for instance, an isolated site at energy $-10$ beside the first triangle, which would fix both ground energies at $-10$ and hide the triangle's phases.

Reading $M$ as the zero-field Hamiltonian requires that the field changes only phases and that the zero-field hoppings are nonpositive. For one particle on a finite lattice, the theorem tells when the ground energy of $H$ equals that of $M$, whose hoppings are all real and nonpositive; filling several fermion levels is a different problem.

## From moduli to phases

**Inequality.** Let $x$ be a normalised ground state of $H$ and $a_i=|x_i|$. For $i\ne j$,

$$\mathrm{Re}(\bar x_iT_{ij}x_j)\ge-a_i|T_{ij}|a_j=a_iM_{ij}a_j,$$

and the diagonal terms agree. Summing gives $E_M\le\langle a,Ma\rangle\le\langle x,Hx\rangle=E_H$.

**No nodes.** Suppose $E_M=E_H$. Then $\langle a,(M-E_M)a\rangle=0$. Since $M-E_M$ is positive semidefinite, this expectation is $\|(M-E_M)^{1/2}a\|^2$, so $Ma=E_Ma$. If $a_i=0$, row $i$ reads $-\sum_{j\ne i}|T_{ij}|a_j=0$. Every term has the same sign, so $a$ vanishes on all neighbours of $i$, and by connectedness everywhere, which contradicts $x\ne0$.

**Phases.** Equality of the sums forces equality in each term. A complex number whose real part is minus its modulus is real, so $\bar x_iT_{ij}x_j=-a_i|T_{ij}|a_j$. Writing $x_i=a_ie^{\mathrm i\theta_i}$ and dividing by $a_ia_j\neq0$ gives the condition.

**Converse.** Given $\theta$, let $y$ be a normalised ground state of $M$ and $x_i=e^{\mathrm i\theta_i}y_i$. The phases cancel in each term, so $\bar x_iH_{ij}x_j=\bar y_iM_{ij}y_j$. The norm is unchanged, hence $E_H\le E_M$.

The condition does not contain $v$, so equality in one potential implies equality in all.

## The Lean file

```lean
import Mathlib

open Matrix ComplexConjugate
open scoped ComplexOrder

namespace LatticeDiamagneticEquality

noncomputable section

variable {n : Type*} [Fintype n] [DecidableEq n]

/-- The energy `Re ⟨x, H x⟩` of the state with site amplitudes `x`. -/
def energy (H : Matrix n n ℂ) (x : n → ℂ) : ℝ :=
  (∑ i, ∑ j, conj (x i) * H i j * x j).re

/-- The ground energy: the infimum of energy over squared norm, taken over nonzero states. -/
def groundEnergy (H : Matrix n n ℂ) : ℝ :=
  sInf ((fun x => energy H x / ∑ i, ‖x i‖ ^ 2) '' {x | x ≠ 0})

/-- The matrix with the diagonal of `T` and off-diagonal entries `-|T i j|`. -/
def stoquastic (T : Matrix n n ℂ) : Matrix n n ℂ :=
  fun i j => if i = j then T i j else -(‖T i j‖ : ℂ)

/-- The graph joining two distinct sites when a hopping amplitude between them is nonzero. -/
def hoppingGraph (T : Matrix n n ℂ) : SimpleGraph n :=
  SimpleGraph.fromRel fun i j => T i j ≠ 0

/-- The lattice Hamiltonian `T + diag(v)` with real on-site potential `v`. -/
def hamiltonian (T : Matrix n n ℂ) (v : n → ℝ) : Matrix n n ℂ :=
  T + diagonal fun i => (v i : ℂ)

omit [DecidableEq n] in
/-- A nonzero state has positive squared norm. -/
theorem normSq_pos {y : n → ℂ} (hy : y ≠ 0) : 0 < ∑ i, ‖y i‖ ^ 2 := by
  obtain ⟨i, hi⟩ := Function.ne_iff.mp hy
  exact Finset.sum_pos' (fun _ _ => sq_nonneg _)
    ⟨i, Finset.mem_univ i, pow_pos (norm_pos_iff.mpr hi) 2⟩

omit [DecidableEq n] in
/-- On a nonempty lattice a nonzero state attains the ground energy, which bounds the energy
of every state in units of its squared norm. -/
theorem exists_ground_state [Nonempty n] (H : Matrix n n ℂ) :
    ∃ x : n → ℂ, x ≠ 0 ∧ energy H x = groundEnergy H * ∑ i, ‖x i‖ ^ 2 ∧
      ∀ y : n → ℂ, groundEnergy H * ∑ i, ‖y i‖ ^ 2 ≤ energy H y := by
  have hc : Continuous (energy H) :=
    Complex.continuous_re.comp (continuous_finsetSum _ fun i _ => continuous_finsetSum _ fun j _ =>
      ((Complex.continuous_conj.comp (continuous_apply i)).mul continuous_const).mul
        (continuous_apply j))
  have h0 : ∀ x ∈ Metric.sphere (0 : n → ℂ) 1, x ≠ 0 := by
    rintro _ hx rfl
    simp at hx
  -- minimise the quotient on a compact sphere, then rescale
  obtain ⟨x, hx, hmin⟩ := (isCompact_sphere (0 : n → ℂ) 1).exists_isMinOn
    (NormedSpace.sphere_nonempty.mpr zero_le_one)
    (hc.continuousOn.div (by fun_prop : Continuous fun x : n → ℂ => ∑ i, ‖x i‖ ^ 2).continuousOn
      fun x hx => (normSq_pos (h0 x hx)).ne')
  have hle : ∀ y : n → ℂ, y ≠ 0 →
      energy H x / ∑ i, ‖x i‖ ^ 2 ≤ energy H y / ∑ i, ‖y i‖ ^ 2 := by
    intro y hy
    obtain ⟨c, hc⟩ : ∃ c : ℝ, c = ‖y‖⁻¹ := ⟨_, rfl⟩
    have hy' : ‖y‖ ≠ 0 := norm_ne_zero_iff.mpr hy
    have hN : ∑ i, ‖(c : ℂ) * y i‖ ^ 2 = c ^ 2 * ∑ i, ‖y i‖ ^ 2 := by
      simp_rw [norm_mul, mul_pow, ← Finset.mul_sum, Complex.norm_real, Real.norm_eq_abs, sq_abs]
    have hs : energy H (fun i => (c : ℂ) * y i) = c ^ 2 * energy H y := by
      unfold energy
      rw [← Complex.re_ofReal_mul, Finset.mul_sum]
      congr 1
      refine Finset.sum_congr rfl fun i _ => ?_
      rw [Finset.mul_sum]
      refine Finset.sum_congr rfl fun j _ => ?_
      rw [map_mul, Complex.conj_ofReal]
      push_cast
      ring
    have hm : (fun i => (c : ℂ) * y i) ∈ Metric.sphere (0 : n → ℂ) 1 := by
      rw [mem_sphere_zero_iff_norm]
      change ‖(c : ℂ) • y‖ = 1
      rw [norm_smul, Complex.norm_real, hc, norm_inv, norm_norm, inv_mul_cancel₀ hy']
    have h : energy H x / ∑ i, ‖x i‖ ^ 2 ≤
        energy H (fun i => (c : ℂ) * y i) / ∑ i, ‖(c : ℂ) * y i‖ ^ 2 :=
      isMinOn_iff.mp hmin _ hm
    rwa [hs, hN, mul_div_mul_left _ _ (pow_ne_zero 2 (hc ▸ inv_ne_zero hy'))] at h
  have hE : groundEnergy H = energy H x / ∑ i, ‖x i‖ ^ 2 :=
    IsLeast.csInf_eq ⟨⟨x, h0 x hx, rfl⟩, by rintro _ ⟨y, hy, rfl⟩; exact hle y hy⟩
  refine ⟨x, h0 x hx, ((eq_div_iff (normSq_pos (h0 x hx)).ne').mp hE).symm, fun y => ?_⟩
  by_cases hy : y = 0
  · simp [hy, energy]
  · exact (le_div_iff₀ (normSq_pos hy)).mp (hE.le.trans (hle y hy))

omit [Fintype n] in
/-- Adding a real potential to a Hermitian matrix keeps it Hermitian. -/
theorem hamiltonian_isHermitian {T : Matrix n n ℂ} (hT : T.IsHermitian) (v : n → ℝ) :
    (hamiltonian T v).IsHermitian := by
  refine hT.add ?_
  unfold Matrix.IsHermitian
  rw [Matrix.diagonal_conjTranspose]
  congr 1
  funext i
  simp

/-- For Hermitian `H`, a state attaining the ground energy solves `H x = E x`. -/
theorem ground_state_equation [Nonempty n] {H : Matrix n n ℂ} (hH : H.IsHermitian) {x : n → ℂ}
    (hx : energy H x = groundEnergy H * ∑ i, ‖x i‖ ^ 2) :
    H *ᵥ x = (groundEnergy H : ℂ) • x := by
  obtain ⟨_, _, _, hlow⟩ := exists_ground_state H
  have hA : ∀ y, hamiltonian H (fun _ => -groundEnergy H) *ᵥ y =
      H *ᵥ y - (groundEnergy H : ℂ) • y := by
    intro y
    funext i
    simp [hamiltonian, Matrix.add_mulVec, sub_eq_add_neg]
  have key : ∀ y, star y ⬝ᵥ hamiltonian H (fun _ => -groundEnergy H) *ᵥ y =
      ((energy H y - groundEnergy H * ∑ i, ‖y i‖ ^ 2 : ℝ) : ℂ) := by
    intro y
    have h1 : star y ⬝ᵥ H *ᵥ y = ∑ i, ∑ j, conj (y i) * H i j * y j := by
      simp only [dotProduct, mulVec, Finset.mul_sum, mul_assoc]
      rfl
    have h2 : star y ⬝ᵥ H *ᵥ y = (energy H y : ℂ) :=
      Complex.ext (by rw [h1]; rfl) (hH.im_star_dotProduct_mulVec_self y)
    have h3 : star y ⬝ᵥ y = ∑ i, (‖y i‖ : ℂ) ^ 2 :=
      Finset.sum_congr rfl fun i _ => Complex.conj_mul' (y i)
    rw [hA, dotProduct_sub, dotProduct_smul, h2, h3, smul_eq_mul]
    push_cast
    rfl
  -- `H - E` is positive semidefinite, so zero expectation means zero image
  have hP := PosSemidef.of_dotProduct_mulVec_nonneg
    (hamiltonian_isHermitian hH fun _ => -groundEnergy H)
    fun y => by rw [key]; exact Complex.zero_le_real.mpr (sub_nonneg.mpr (hlow y))
  have h := (hP.dotProduct_mulVec_zero_iff x).mp (by rw [key, hx, sub_self, Complex.ofReal_zero])
  rw [hA] at h
  exact sub_eq_zero.mp h

omit [Fintype n] in
/-- Bond by bond, removing the phases of the amplitudes and making the hopping stoquastic
does not raise the energy. -/
theorem bond_energy_le (T : Matrix n n ℂ) (v : n → ℝ) (x : n → ℂ) (i j : n) :
    ‖x i‖ * (hamiltonian (stoquastic T) v i j).re * ‖x j‖ ≤
      (conj (x i) * hamiltonian T v i j * x j).re := by
  by_cases h : i = j
  · subst h
    have e : conj (x i) * hamiltonian T v i i * x i =
        ((‖x i‖ ^ 2 : ℝ) : ℂ) * hamiltonian T v i i := by
      push_cast
      rw [← Complex.conj_mul']
      ring
    have e' : hamiltonian (stoquastic T) v i i = hamiltonian T v i i := by
      simp [hamiltonian, stoquastic]
    rw [e, e', Complex.re_ofReal_mul]
    exact le_of_eq (by ring)
  · have e : (hamiltonian (stoquastic T) v i j).re = -‖hamiltonian T v i j‖ := by
      simp [hamiltonian, stoquastic, h]
    have h1 := Complex.abs_re_le_norm (conj (x i) * hamiltonian T v i j * x j)
    rw [norm_mul, norm_mul, Complex.norm_conj] at h1
    rw [e]
    linarith [neg_abs_le (conj (x i) * hamiltonian T v i j * x j).re]

/-- For Hermitian `T` with connected hopping graph, if the moduli of a nonzero state `x` attain
the ground energy of the stoquastic Hamiltonian, then `x` vanishes on no site. -/
theorem no_node {T : Matrix n n ℂ} (hT : T.IsHermitian) (hG : (hoppingGraph T).Connected)
    (v : n → ℝ) {x : n → ℂ} (hx0 : x ≠ 0)
    (hx : energy (hamiltonian (stoquastic T) v) (fun i => (‖x i‖ : ℂ)) =
      groundEnergy (hamiltonian (stoquastic T) v) * ∑ i, ‖x i‖ ^ 2) (i : n) : x i ≠ 0 := by
  have := hG.nonempty
  have hn : ∀ i j, ‖T i j‖ = ‖T j i‖ := fun i j => by rw [← hT.apply i j, norm_star]
  have hS : (stoquastic T).IsHermitian := Matrix.IsHermitian.ext fun i j => by
    by_cases h : i = j
    · subst h
      simpa [stoquastic] using hT.apply i i
    · simp [stoquastic, h, Ne.symm h, hn i j]
  have heq := ground_state_equation (hamiltonian_isHermitian hS v)
    (x := fun i => (‖x i‖ : ℂ)) (by simpa only [Complex.norm_real, norm_norm] using hx)
  -- a node forces nodes on all neighbouring sites
  have step : ∀ a b, (hoppingGraph T).Adj a b → x a = 0 → x b = 0 := by
    intro a b hab ha
    have hre : ∀ j, a ≠ j → (hamiltonian (stoquastic T) v a j).re = -‖T a j‖ := fun j h => by
      simp [hamiltonian, stoquastic, h]
    have hs : ∑ j, (hamiltonian (stoquastic T) v a j).re * ‖x j‖ = 0 := by
      have h := congrArg Complex.re (congrFun heq a)
      simpa [mulVec, dotProduct, ha, Complex.re_sum] using h
    have hb := (Finset.sum_eq_zero_iff_of_nonpos (fun j _ => by
      by_cases h : a = j
      · simp [← h, ha]
      · rw [hre j h]
        linarith [mul_nonneg (norm_nonneg (T a j)) (norm_nonneg (x j))])).mp hs b
          (Finset.mem_univ b)
    obtain ⟨hne, hor⟩ := (SimpleGraph.fromRel_adj _ a b).mp hab
    have hab0 : ‖T a b‖ ≠ 0 :=
      hor.elim norm_ne_zero_iff.mpr fun h => hn a b ▸ norm_ne_zero_iff.mpr h
    rw [hre b hne] at hb
    exact norm_eq_zero.mp ((mul_eq_zero.mp hb).resolve_left (neg_ne_zero.mpr hab0))
  have walk : ∀ a b, (hoppingGraph T).Walk a b → x a = 0 → x b = 0 := by
    intro a b p
    induction p with
    | nil => exact id
    | cons h _ ih => exact fun h0 => ih (step _ _ h h0)
  exact fun hi => hx0 (funext fun j => (hG.preconnected i j).elim fun p => walk i j p hi)

/-- The phase factor of a bond is the product of a site phase and a conjugate site phase. -/
theorem bond_phase (a b : ℝ) : Complex.exp (((a - b : ℝ) : ℂ) * Complex.I) =
    Complex.exp (a * Complex.I) * conj (Complex.exp (b * Complex.I)) := by
  rw [← Complex.exp_conj, ← Complex.exp_add]
  congr 1
  simp only [map_mul, Complex.conj_ofReal, Complex.conj_I]
  push_cast
  ring

/-- Lattice diamagnetic inequality with its equality case: for Hermitian `T` with connected
hopping graph and any real potential `v`, replacing each off-diagonal `T i j` by `-|T i j|` never
raises the ground energy of `T + diag(v)`, and leaves it unchanged if and only if
`T i j = -|T i j| exp(i(θ i - θ j))` off the diagonal for some real `θ`. -/
theorem diamagnetic_equality {T : Matrix n n ℂ} (hT : T.IsHermitian)
    (hG : (hoppingGraph T).Connected) (v : n → ℝ) :
    groundEnergy (hamiltonian (stoquastic T) v) ≤ groundEnergy (hamiltonian T v) ∧
    (groundEnergy (hamiltonian (stoquastic T) v) = groundEnergy (hamiltonian T v) ↔
      ∃ θ : n → ℝ, ∀ i j, i ≠ j →
        T i j = -(‖T i j‖ : ℂ) * Complex.exp (((θ i - θ j : ℝ) : ℂ) * Complex.I)) := by
  have := hG.nonempty
  obtain ⟨x, hx0, hxE, hlowH⟩ := exists_ground_state (hamiltonian T v)
  obtain ⟨y, hy0, hyE, hlowM⟩ := exists_ground_state (hamiltonian (stoquastic T) v)
  have hoff : ∀ i j, i ≠ j → hamiltonian T v i j = T i j ∧
      hamiltonian (stoquastic T) v i j = -(‖T i j‖ : ℂ) := fun i j h => by
    simp [hamiltonian, stoquastic, Matrix.diagonal_apply, h]
  have hsum : energy (hamiltonian T v) x =
      ∑ i, ∑ j, (conj (x i) * hamiltonian T v i j * x j).re := by
    simp only [energy, Complex.re_sum]
  have hreal : energy (hamiltonian (stoquastic T) v) (fun i => (‖x i‖ : ℂ)) =
      ∑ i, ∑ j, ‖x i‖ * (hamiltonian (stoquastic T) v i j).re * ‖x j‖ := by
    simp [energy, Complex.re_sum]
  have hmod : energy (hamiltonian (stoquastic T) v) (fun i => (‖x i‖ : ℂ)) ≤
      energy (hamiltonian T v) x := by
    rw [hreal, hsum]
    exact Finset.sum_le_sum fun i _ => Finset.sum_le_sum fun j _ => bond_energy_le T v x i j
  have hM := hlowM (fun i => (‖x i‖ : ℂ))
  simp only [Complex.norm_real, norm_norm] at hM
  have hle : groundEnergy (hamiltonian (stoquastic T) v) ≤ groundEnergy (hamiltonian T v) :=
    le_of_mul_le_mul_right (by linarith) (normSq_pos hx0)
  have hu : ∀ a : ℝ, conj (Complex.exp (a * Complex.I)) * Complex.exp (a * Complex.I) = 1 := by
    intro a
    rw [Complex.conj_mul', Complex.norm_exp_ofReal_mul_I]
    simp
  refine ⟨hle, fun heq => ?_, ?_⟩
  · -- the ground state has no node, and every bond is saturated
    rw [← heq] at hxE
    have hpos := no_node hT hG v hx0 (by linarith)
    have hs : energy (hamiltonian (stoquastic T) v) (fun i => (‖x i‖ : ℂ)) =
      energy (hamiltonian T v) x := by linarith
    rw [hreal, hsum] at hs
    have hrow := (Finset.sum_eq_sum_iff_of_le fun i _ =>
      Finset.sum_le_sum fun j _ => bond_energy_le T v x i j).mp hs
    refine ⟨fun i => (x i).arg, fun i j hij => ?_⟩
    have hb := (Finset.sum_eq_sum_iff_of_le fun j _ => bond_energy_le T v x i j).mp
      (hrow i (Finset.mem_univ i)) j (Finset.mem_univ j)
    rw [(hoff i j hij).1, (hoff i j hij).2, Complex.neg_re, Complex.ofReal_re] at hb
    have hz : conj (x i) * T i j * x j = -((‖x i‖ * ‖T i j‖ * ‖x j‖ : ℝ) : ℂ) := by
      have hsq := Complex.sq_norm (conj (x i) * T i j * x j)
      rw [Complex.normSq_apply, norm_mul, norm_mul, Complex.norm_conj, ← hb] at hsq
      have him : (conj (x i) * T i j * x j).im = 0 := mul_self_eq_zero.mp (by linarith)
      apply Complex.ext
      · rw [Complex.neg_re, Complex.ofReal_re]
        linarith
      · rw [Complex.neg_im, Complex.ofReal_im, him, neg_zero]
    have hi := Complex.norm_mul_exp_arg_mul_I (x i)
    have hj := Complex.norm_mul_exp_arg_mul_I (x j)
    have hui := hu (x i).arg
    have huj := hu (x j).arg
    have hci : (‖x i‖ : ℂ) * conj (Complex.exp ((x i).arg * Complex.I)) = conj (x i) := by
      conv_rhs => rw [← hi]
      rw [map_mul, Complex.conj_ofReal]
    rw [← hci] at hz
    rw [bond_phase]
    have hri : (‖x i‖ : ℂ) ≠ 0 := Complex.ofReal_ne_zero.mpr (norm_ne_zero_iff.mpr (hpos i))
    have hrj : (‖x j‖ : ℂ) ≠ 0 := Complex.ofReal_ne_zero.mpr (norm_ne_zero_iff.mpr (hpos j))
    generalize Complex.exp ((x i).arg * Complex.I) = u at *
    generalize Complex.exp ((x j).arg * Complex.I) = w at *
    push_cast at hz
    have hc : conj u * T i j * w = -(‖T i j‖ : ℂ) := by
      apply mul_left_cancel₀ (mul_ne_zero hri hrj)
      linear_combination hz + (‖x i‖ : ℂ) * conj u * T i j * hj
    linear_combination u * conj w * hc - T i j * conj w * w * hui - T i j * huj
  · rintro ⟨θ, hθ⟩
    -- the gauge transformation carries one energy to the other
    have hg : energy (hamiltonian T v) (fun i => Complex.exp (θ i * Complex.I) * y i) =
        energy (hamiltonian (stoquastic T) v) y := by
      unfold energy
      congr 1
      refine Finset.sum_congr rfl fun i _ => Finset.sum_congr rfl fun j _ => ?_
      change conj (Complex.exp (θ i * Complex.I) * y i) * hamiltonian T v i j *
        (Complex.exp (θ j * Complex.I) * y j) = _
      have hi := hu (θ i)
      have hj := hu (θ j)
      rw [map_mul]
      by_cases h : i = j
      · subst h
        have e : hamiltonian (stoquastic T) v i i = hamiltonian T v i i := by
          simp [hamiltonian, stoquastic]
        rw [e]
        linear_combination conj (y i) * hamiltonian T v i i * y i * hi
      · have hb := hθ i j h
        rw [bond_phase] at hb
        rw [(hoff i j h).1, (hoff i j h).2]
        generalize Complex.exp (θ i * Complex.I) = u at *
        generalize Complex.exp (θ j * Complex.I) = w at *
        linear_combination conj u * conj (y i) * w * y j * hb
          - (‖T i j‖ : ℂ) * conj (y i) * y j * (conj w * w * hi + hj)
    have h := hlowH (fun i => Complex.exp (θ i * Complex.I) * y i)
    simp only [norm_mul, Complex.norm_exp_ofReal_mul_I, one_mul] at h
    exact le_antisymm hle (le_of_mul_le_mul_right (by linarith) (normSq_pos hy0))

/-- For Hermitian `T` with connected hopping graph, if the replacement leaves the ground energy
unchanged in one potential, it does so in every potential. -/
theorem unchanged_in_every_potential {T : Matrix n n ℂ} (hT : T.IsHermitian)
    (hG : (hoppingGraph T).Connected) {v : n → ℝ}
    (h : groundEnergy (hamiltonian (stoquastic T) v) = groundEnergy (hamiltonian T v))
    (w : n → ℝ) :
    groundEnergy (hamiltonian (stoquastic T) w) = groundEnergy (hamiltonian T w) :=
  (diamagnetic_equality hT hG w).2.mpr ((diamagnetic_equality hT hG v).2.mp h)

end

end LatticeDiamagneticEquality
```

```lean
#print axioms LatticeDiamagneticEquality.diamagnetic_equality
-- 'LatticeDiamagneticEquality.diamagnetic_equality' depends on axioms: [propext, Classical.choice, Quot.sound]
#print axioms LatticeDiamagneticEquality.unchanged_in_every_potential
-- 'LatticeDiamagneticEquality.unchanged_in_every_potential' depends on axioms: [propext, Classical.choice, Quot.sound]
```

## How the lemmas divide the work

`exists_ground_state` minimises the quotient on a compact sphere and extends the bound to all vectors by scaling. `ground_state_equation` gets the eigenvalue equation from positive semidefiniteness of the shifted matrix.

`bond_energy_le` is the termwise inequality. In `no_node`, `step` passes a zero to a neighbour and `walk` carries it along a path by induction.

In `diamagnetic_equality`, `Finset.sum_eq_sum_iff_of_le` is used twice, for rows and then for entries, to reach equality on each bond. The angles are `(x i).arg`, `mul_left_cancel₀` cancels the nonzero moduli, and `linear_combination` moves the phases across. For the converse, `hg` is the gauge transformation. `unchanged_in_every_potential` applies the equivalence at $v$ and then at the new potential `w`.
